# The least energy needed to fix the total charge in a positive definite surface-charge model

Two uncoupled sites with charges q₁, q₂ have the energy s₁q₁²/2 + s₂q₂²/2 + v₁q₁ + v₂q₂, where s₁, s₂ > 0 and the external potentials v₁, v₂ are fixed. They sit at their energy minimum and must take on an extra total charge Δ: the cheapest way shares it in the ratio 1/s₁ : 1/s₂ and costs Δ²/(2(1/s₁ + 1/s₂)). The Lean file below treats any finite, non-zero number of coupled sites with a positive definite interaction matrix.

```lean
import Mathlib

open Matrix

namespace SurfaceChargeRenormalisation

noncomputable section

variable {n : Type*} [Fintype n] [DecidableEq n]

/-- The total charge, summed over all sites. -/
def totalCharge (q : n → ℝ) : ℝ := ∑ i, q i

/-- The energy of charges `q` with interaction matrix `S` in the external potential `v`. -/
def energy (S : Matrix n n ℝ) (v q : n → ℝ) : ℝ := q ⬝ᵥ S *ᵥ q / 2 + v ⬝ᵥ q

/-- The charges `q0 = -S⁻¹ v`, for invertible `S`. -/
def freeCharge (S : Matrix n n ℝ) (v : n → ℝ) : n → ℝ := -(S⁻¹ *ᵥ v)

/-- The capacitance `⟨1, S⁻¹ 1⟩`, for invertible `S`. -/
def capacitance (S : Matrix n n ℝ) : ℝ := (1 : n → ℝ) ⬝ᵥ S⁻¹ *ᵥ 1

/-- The free charges shifted along `S⁻¹ 1` to repair the total charge to `Q`, for invertible `S`
with non-zero capacitance. -/
def renormalisedCharge (S : Matrix n n ℝ) (v : n → ℝ) (Q : ℝ) : n → ℝ :=
  freeCharge S v + ((Q - totalCharge (freeCharge S v)) / capacitance S) • (S⁻¹ *ᵥ 1)

/-- The free charges with the missing charge spread evenly over the sites, for invertible `S` and
at least one site. -/
def uniformCharge (S : Matrix n n ℝ) (v : n → ℝ) (Q : ℝ) : n → ℝ :=
  freeCharge S v + ((Q - totalCharge (freeCharge S v)) / (Fintype.card n : ℝ)) • (1 : n → ℝ)

variable {S : Matrix n n ℝ}

private lemma mulVec_inv (hS : S.PosDef) (x : n → ℝ) : S *ᵥ (S⁻¹ *ᵥ x) = x := by
  rw [Matrix.mulVec_mulVec, Matrix.mul_nonsing_inv _ (isUnit_iff_ne_zero.mpr hS.det_pos.ne'),
    Matrix.one_mulVec]

omit [DecidableEq n] in
private lemma form_symm (hS : S.PosDef) (x y : n → ℝ) : x ⬝ᵥ S *ᵥ y = y ⬝ᵥ S *ᵥ x := by
  have hT : Sᵀ = S := by
    rw [← Matrix.conjTranspose_eq_transpose_of_trivial]
    exact hS.isHermitian
  rw [Matrix.dotProduct_mulVec, ← Matrix.mulVec_transpose, hT, dotProduct_comm]

omit [DecidableEq n] in
private lemma form_pos (hS : S.PosDef) {d : n → ℝ} (hd : d ≠ 0) : 0 < d ⬝ᵥ S *ᵥ d := by
  simpa only [star_trivial] using hS.dotProduct_mulVec_pos hd

/-- For positive definite `S`, displacing the free charges by `d` costs exactly `⟨d, S d⟩ / 2`. -/
theorem energy_shift (hS : S.PosDef) (v d : n → ℝ) :
    energy S v (freeCharge S v + d) = energy S v (freeCharge S v) + d ⬝ᵥ S *ᵥ d / 2 := by
  have h0 : S *ᵥ freeCharge S v = -v := by
    rw [freeCharge, Matrix.mulVec_neg, mulVec_inv hS]
  have h2 : d ⬝ᵥ S *ᵥ freeCharge S v = -(v ⬝ᵥ d) := by
    rw [h0, dotProduct_neg, dotProduct_comm]
  have h1 : freeCharge S v ⬝ᵥ S *ᵥ d = -(v ⬝ᵥ d) := (form_symm hS _ _).trans h2
  -- the terms linear in `d` cancel
  simp only [energy, Matrix.mulVec_add, dotProduct_add, add_dotProduct]
  linear_combination (h1 + h2) / 2

/-- For positive definite `S`, any charges other than the free ones have strictly higher energy. -/
theorem freeCharge_minimises (hS : S.PosDef) (v : n → ℝ) {q : n → ℝ}
    (hq : q ≠ freeCharge S v) : energy S v (freeCharge S v) < energy S v q := by
  have h := energy_shift hS v (q - freeCharge S v)
  rw [add_sub_cancel] at h
  have := form_pos hS (sub_ne_zero.mpr hq)
  linarith

/-- The capacitance of a positive definite `S` on at least one site is positive. -/
theorem capacitance_pos [Nonempty n] (hS : S.PosDef) : 0 < capacitance S := by
  have h := form_pos hS.inv (one_ne_zero : (1 : n → ℝ) ≠ 0)
  exact h

private lemma form_split (hS : S.PosDef) {e : n → ℝ} (he : totalCharge e = 0) (t : ℝ) :
    (e + t • (S⁻¹ *ᵥ 1)) ⬝ᵥ S *ᵥ (e + t • (S⁻¹ *ᵥ 1)) =
      e ⬝ᵥ S *ᵥ e + t ^ 2 * capacitance S := by
  have h1 : e ⬝ᵥ S *ᵥ (S⁻¹ *ᵥ 1) = 0 := by
    rw [mulVec_inv hS, dotProduct_one]
    exact he
  have h2 : (S⁻¹ *ᵥ 1) ⬝ᵥ S *ᵥ e = 0 := (form_symm hS _ _).trans h1
  have h3 : (S⁻¹ *ᵥ 1) ⬝ᵥ S *ᵥ (S⁻¹ *ᵥ 1) = capacitance S := by
    rw [mulVec_inv hS, dotProduct_comm]
    rfl
  simp only [Matrix.mulVec_add, Matrix.mulVec_smul, dotProduct_add, add_dotProduct,
    smul_dotProduct, dotProduct_smul, smul_eq_mul, h1, h2, h3]
  ring

/-- For positive definite `S` on at least one site, the renormalised charges have total `Q`. -/
theorem totalCharge_renormalised [Nonempty n] (hS : S.PosDef) (v : n → ℝ) (Q : ℝ) :
    totalCharge (renormalisedCharge S v Q) = Q := by
  have h : ∀ (q : n → ℝ) (t : ℝ),
      totalCharge (q + t • (S⁻¹ *ᵥ 1)) = totalCharge q + t * capacitance S := by
    intro q t
    simp only [totalCharge, capacitance, one_dotProduct, Pi.add_apply, Pi.smul_apply,
      smul_eq_mul, Finset.sum_add_distrib, Finset.mul_sum]
  rw [renormalisedCharge, h, div_mul_cancel₀ _ (capacitance_pos hS).ne']
  ring

/-- For positive definite `S` on at least one site, the energy of any charges of total `Q` is the
free minimum, plus the cost of the total charge, plus the cost of deviating from the renormalised
charges. -/
theorem energy_decomposition [Nonempty n] (hS : S.PosDef) (v : n → ℝ) {Q : ℝ} {q : n → ℝ}
    (hq : totalCharge q = Q) :
    energy S v q = energy S v (freeCharge S v)
      + (Q - totalCharge (freeCharge S v)) ^ 2 / (2 * capacitance S)
      + (q - renormalisedCharge S v Q) ⬝ᵥ S *ᵥ (q - renormalisedCharge S v Q) / 2 := by
  have hC := (capacitance_pos hS).ne'
  -- the deviation from the renormalised charges is neutral
  have he : totalCharge (q - renormalisedCharge S v Q) = 0 := by
    have h : totalCharge (q - renormalisedCharge S v Q)
        = totalCharge q - totalCharge (renormalisedCharge S v Q) := by
      simp only [totalCharge, Pi.sub_apply, Finset.sum_sub_distrib]
    rw [h, hq, totalCharge_renormalised hS, sub_self]
  have hd : q = freeCharge S v + ((q - renormalisedCharge S v Q)
      + ((Q - totalCharge (freeCharge S v)) / capacitance S) • (S⁻¹ *ᵥ 1)) := by
    unfold renormalisedCharge
    abel
  have hcost : ((Q - totalCharge (freeCharge S v)) / capacitance S) ^ 2 * capacitance S / 2
      = (Q - totalCharge (freeCharge S v)) ^ 2 / (2 * capacitance S) := by
    field_simp
  have h := congrArg (energy S v) hd
  rw [energy_shift hS, form_split hS he] at h
  linear_combination h + hcost

/-- Energy cost of Gauss's law: for positive definite `S` on at least one site, the renormalised
charges are the unique minimiser at total charge `Q`, and their energy exceeds the free minimum by
`(Q - ∑ q0)² / (2 ⟨1, S⁻¹ 1⟩)`. -/
theorem gauss_law_cost [Nonempty n] (hS : S.PosDef) (v : n → ℝ) (Q : ℝ) :
    totalCharge (renormalisedCharge S v Q) = Q ∧
    (∀ q, totalCharge q = Q → q ≠ renormalisedCharge S v Q →
      energy S v (renormalisedCharge S v Q) < energy S v q) ∧
    energy S v (renormalisedCharge S v Q) - energy S v (freeCharge S v)
      = (Q - totalCharge (freeCharge S v)) ^ 2 / (2 * capacitance S) := by
  have hQ := totalCharge_renormalised hS v Q
  have h := energy_decomposition hS v hQ
  rw [sub_self, zero_dotProduct, zero_div, add_zero] at h
  refine ⟨hQ, fun q hq hne => ?_, by linarith⟩
  have h1 := energy_decomposition hS v hq
  have h2 := form_pos hS (sub_ne_zero.mpr hne)
  linarith

/-- For positive definite `S` on at least one site, spreading the missing charge evenly gives total
charge `Q` and costs `(Q - ∑ q0)² ⟨1, S 1⟩ / (2 N²)`, with `N` the number of sites. -/
theorem uniform_cost [Nonempty n] (hS : S.PosDef) (v : n → ℝ) (Q : ℝ) :
    totalCharge (uniformCharge S v Q) = Q ∧
    energy S v (uniformCharge S v Q) - energy S v (freeCharge S v)
      = (Q - totalCharge (freeCharge S v)) ^ 2 * ((1 : n → ℝ) ⬝ᵥ S *ᵥ 1)
        / (2 * (Fintype.card n : ℝ) ^ 2) := by
  have hN : (Fintype.card n : ℝ) ≠ 0 := Nat.cast_ne_zero.mpr Fintype.card_ne_zero
  constructor
  · have key : ∀ x : ℝ, (Fintype.card n : ℝ) * (x / (Fintype.card n : ℝ)) = x :=
      fun x => by field_simp
    simp only [uniformCharge, totalCharge, Pi.add_apply, Pi.smul_apply, Pi.one_apply,
      smul_eq_mul, mul_one, Finset.sum_add_distrib, Finset.sum_const, Finset.card_univ,
      nsmul_eq_mul]
    rw [key]
    ring
  · rw [uniformCharge, energy_shift hS]
    simp only [Matrix.mulVec_smul, smul_dotProduct, dotProduct_smul, smul_eq_mul]
    ring

/-- For positive definite `S` on at least one site, and free charges whose total is not `Q`, the
even correction equals the optimal one exactly when all row sums of `S` are equal. -/
theorem uniform_optimal_iff [Nonempty n] (hS : S.PosDef) (v : n → ℝ) {Q : ℝ}
    (hQ : Q ≠ totalCharge (freeCharge S v)) :
    uniformCharge S v Q = renormalisedCharge S v Q ↔ ∃ c : ℝ, S *ᵥ 1 = c • (1 : n → ℝ) := by
  have hN : (Fintype.card n : ℝ) ≠ 0 := Nat.cast_ne_zero.mpr Fintype.card_ne_zero
  have hC := (capacitance_pos hS).ne'
  unfold uniformCharge renormalisedCharge
  rw [add_right_inj]
  constructor
  · intro h
    have hs := div_ne_zero (sub_ne_zero.mpr hQ) hN
    have h2 := congrArg (fun x => S *ᵥ x) h
    simp only [Matrix.mulVec_smul, mulVec_inv hS] at h2
    refine ⟨((Q - totalCharge (freeCharge S v)) / (Fintype.card n : ℝ))⁻¹
      * ((Q - totalCharge (freeCharge S v)) / capacitance S), ?_⟩
    rw [mul_smul, ← h2, smul_smul, inv_mul_cancel₀ hs, one_smul]
  · rintro ⟨c, hc⟩
    -- equal row sums make `S⁻¹ 1` uniform
    have h1 : (1 : n → ℝ) = c • (S⁻¹ *ᵥ 1) := by
      have h := congrArg (fun x => S⁻¹ *ᵥ x) hc
      simpa only [Matrix.mulVec_smul, Matrix.mulVec_mulVec, Matrix.one_mulVec,
        Matrix.nonsing_inv_mul _ (isUnit_iff_ne_zero.mpr hS.det_pos.ne')] using h
    have h2 := congrArg (fun x => (1 : n → ℝ) ⬝ᵥ x) h1
    simp only [dotProduct_smul, smul_eq_mul] at h2
    have h3 : (1 : n → ℝ) ⬝ᵥ 1 = (Fintype.card n : ℝ) := by simp [dotProduct]
    have h4 : (Fintype.card n : ℝ) = c * capacitance S := h3.symm.trans h2
    have hc0 : c ≠ 0 := by
      intro h0
      exact hN (by rw [h4, h0, zero_mul])
    refine (congrArg (fun x => ((Q - totalCharge (freeCharge S v))
      / (Fintype.card n : ℝ)) • x) h1).trans ?_
    have h5 : (Q - totalCharge (freeCharge S v)) / (Fintype.card n : ℝ) * c
        = (Q - totalCharge (freeCharge S v)) / capacitance S := by
      rw [h4]
      field_simp
    simp only [smul_smul, h5]

end

end SurfaceChargeRenormalisation
```

```lean
#print axioms SurfaceChargeRenormalisation.totalCharge_renormalised
#print axioms SurfaceChargeRenormalisation.gauss_law_cost
#print axioms SurfaceChargeRenormalisation.uniform_cost
#print axioms SurfaceChargeRenormalisation.uniform_optimal_iff
```

```
'SurfaceChargeRenormalisation.totalCharge_renormalised' depends on axioms: [propext, Classical.choice, Quot.sound]
'SurfaceChargeRenormalisation.gauss_law_cost' depends on axioms: [propext, Classical.choice, Quot.sound]
'SurfaceChargeRenormalisation.uniform_cost' depends on axioms: [propext, Classical.choice, Quot.sound]
'SurfaceChargeRenormalisation.uniform_optimal_iff' depends on axioms: [propext, Classical.choice, Quot.sound]
```

## Charges on a cavity surface

The vector q holds the charges on N surface sites, indexed by the finite type `n`. The matrix S contains their mutual and self-interactions, and v is the external potential at the sites. With ⟨x,y⟩ for the dot product `⬝ᵥ`, `energy` is

F(q) = ⟨q,Sq⟩/2 + ⟨v,q⟩.

The hypothesis `S.PosDef` includes symmetry and says that every non-zero charge pattern has positive interaction energy. It is assumed here, not derived from a discretised Coulomb kernel. `[Nonempty n]` supplies at least one site.

Write q₀ = −S⁻¹v for `freeCharge`, Q₀ for its total, 1 for the all-ones vector and u = S⁻¹1. Then C = ⟨1,u⟩ is `capacitance`: the total charge that produces unit potential at every site. The corrected charges, `renormalisedCharge`, are

q* = q₀ + ((Q − Q₀)/C) u.

For a conductor around a cavity, Gauss's law sets Q to minus the enclosed charge. In Lean, Q is any real number, and v stays fixed while q varies.

`gauss_law_cost` states three things: q* has total Q; every other q with that total has strictly higher energy; and F(q*) − F(q₀) = (Q − Q₀)²/(2C).

## Splitting off the neutral part

Since Sq₀ = −v and S is symmetric, a displacement d gives

F(q₀ + d) = F(q₀) + ⟨d,Sq₀⟩ + ⟨v,d⟩ + ⟨d,Sd⟩/2
= F(q₀) + ⟨d,Sd⟩/2.

This is `energy_shift`. Its `h1` and `h2` evaluate the two cross terms, and `linear_combination` cancels them against ⟨v,d⟩. Positivity of the remainder gives `freeCharge_minimises`.

The inverse of S is also positive definite, so C > 0; this is `capacitance_pos`. Adding t u to q₀ changes the total by tC, so t = (Q − Q₀)/C gives total Q, as `totalCharge_renormalised` confirms.

Now take any q with total Q and set e = q − q*. Its total is zero, and Su = 1, so

⟨e,Su⟩ = ⟨e,1⟩ = 0,
⟨u,Su⟩ = ⟨u,1⟩ = C.

Hence, as `form_split` states,

⟨e + t u, S(e + t u)⟩ = ⟨e,Se⟩ + t²C.

Because q = q₀ + e + t u and t²C/2 = (Q − Q₀)²/(2C), `energy_decomposition` follows:

F(q) = F(q₀) + (Q − Q₀)²/(2C) + ⟨e,Se⟩/2.

The main theorem uses this identity twice. At q = q* the last term vanishes, which gives the cost; at any other admissible q it is positive, which gives strict minimality.

## Spreading the charge evenly

`uniformCharge` adds (Q − Q₀)/N to every site. Putting this displacement into `energy_shift` gives the cost in `uniform_cost`:

(Q − Q₀)²⟨1,S1⟩/(2N²).

For the two uncoupled sites, with Δ = Q − Q₀, this exceeds the optimal cost by Δ²(s₁ − s₂)²/(8(s₁ + s₂)), which vanishes when s₁ = s₂.

In general, `uniform_optimal_iff` says that for Q ≠ Q₀ the two corrections agree exactly when all row sums of S are equal. If they agree, then (Δ/N)1 = (Δ/C)u; applying S and dividing by Δ/N gives S1 = (N/C)1. Conversely, S1 = c1 implies 1 = cu. Taking the dot product with 1 gives N = cC, so (Δ/N)1 = (Δ/C)u.

## In a continuum-solvent calculation

Take a conductor-like solvent model in its conductor limit, with no scaling for a finite permittivity, and with a fixed cavity and a positive definite S. Set Q to minus the whole solute charge, including any density that leaks out of the cavity. The result then gives the least energy penalty, at fixed v, for restoring this total when discretisation or leakage has shifted it. Only the total is repaired, not every error that leakage causes. One solves Su = 1 once for the geometry and sums u to get C. For each new solute potential v, one solves Sq₀ = −v, sums q₀ to get Q₀, and adds ((Q − Q₀)/C)u. The corrected charges satisfy

Sq* + v = ((Q − Q₀)/C) 1,

so all sites still share one potential, which is now (Q − Q₀)/C instead of zero.
